# Between grid points that differ on one axis, a DVR Hamiltonian with separable kinetic energy has that axis's kinetic element

The Hamiltonian here is a matrix on a finite direct-product grid with `d` axes and `N` points on each. It is the sum of a separable kinetic energy, built from a one-dimensional matrix `t k` for each axis `k`, and a potential diagonal on the grid. The matrices `t k` and the potential may have any complex entries; Hermiticity is not assumed, so the order of the indices matters. The theorem `hamiltonian_update` takes a point `a` and the point obtained from it by replacing coordinate `k` with a different value `x`. It says that the Hamiltonian entry with row `a` and column the new point is `t k (a k) x`, the entry of `t k` with row `a k` and column `x`. The proof removes the potential, since the two points differ, and then reduces the kinetic sum to its `k` term: every other term contains a Kronecker delta on axis `k`, which is zero, while the deltas in the `k` term all equal one.

Lean 4 with Mathlib refuses this proof:

```lean
import Mathlib

open Finset

namespace HamiltonianUpdate

noncomputable section

/-- Points of a direct-product grid with `d` axes and `N` points on each axis. -/
abbrev Grid (d N : ℕ) := Fin d → Fin N

/-- Separable kinetic energy: the sum over axes `k` of a one-dimensional matrix `t k` acting on
coordinate `k`, with Kronecker deltas in all other coordinates. -/
def kinetic {d N : ℕ} (t : Fin d → Matrix (Fin N) (Fin N) ℂ) :
    Matrix (Grid d N) (Grid d N) ℂ :=
  fun a b => ∑ k, t k (a k) (b k) * ∏ l ∈ univ.erase k, (if a l = b l then (1 : ℂ) else 0)

/-- The DVR Hamiltonian: separable kinetic energy plus a potential diagonal on the grid. -/
def hamiltonian {d N : ℕ} (t : Fin d → Matrix (Fin N) (Fin N) ℂ) (V : Grid d N → ℂ) :
    Matrix (Grid d N) (Grid d N) ℂ :=
  kinetic t + Matrix.diagonal V

variable {d N : ℕ}

variable (t : Fin d → Matrix (Fin N) (Fin N) ℂ) (V : Grid d N → ℂ)

/-- Between points that differ only on axis `k`, the Hamiltonian element is the one-dimensional
kinetic element of that axis. -/
theorem hamiltonian_update (a : Grid d N) (k : Fin d) (x : Fin N) (hx : x ≠ a k) :
    hamiltonian t V a (Function.update a k x) = t k (a k) x := by
  have hne : a ≠ Function.update a k x := by
    intro h
    have hk := congrFun h k
    rw [Function.update_self] at hk
    exact hx hk.symm
  simp only [hamiltonian, Matrix.add_apply, kinetic, Matrix.diagonal_apply_ne _ hne, add_zero]
  rw [sum_eq_single k]
  · rw [prod_eq_one fun l hl => if_pos (Function.update_of_ne (ne_of_mem_erase hl) x a).symm,
      mul_one, Function.update_self]
  · intro j _ hj
    exact mul_eq_zero_of_right _ (prod_eq_zero (mem_erase.2 ⟨hj.symm, mem_univ k⟩)
      (if_neg (by rw [Function.update_self]; exact hx.symm)))
  · intro h
    exact absurd (mem_univ k) h

end

end HamiltonianUpdate
```

Compiling this gives:

```
Main.lean:38:85: error: Application type mismatch: The argument
  a
has type
  Grid d N
but is expected to have type
  (a : ℕ) → Fin a
in the application
  Function.update_of_ne (ne_of_mem_erase hl) x a
```

Cause. The error arises where the proof shows that the deltas in the `k` term multiply to one. Lean elaborates the term given to `rw` before matching it with the goal, so the index type and the set of the product in `prod_eq_one` are still unknown. `Function.update_of_ne` allows the value type to depend on the index, and from `x : Fin N` Lean took `Fin` as that dependent family and `N` as the updated index. It therefore expected a function of type `(a : ℕ) → Fin a` and rejected `a`, whose type is `Grid d N`.

The repair first states the product identity as `hprod`, which fixes the index type, the set and the condition in each delta. `if_pos ?_` then leaves the equality `a l = Function.update a k x l` as a goal. There `Function.update_of_ne` is used without the explicit `x` and `a`, which `rw` finds by matching the goal. The rewrite turns the right side into `a l`, so `.symm` is no longer needed. The last `rw` uses `hprod` and then the same two simplifications as before.

Fix (accepted with no message):

```diff
@@ -36,6 +36,9 @@
   simp only [hamiltonian, Matrix.add_apply, kinetic, Matrix.diagonal_apply_ne _ hne, add_zero]
   rw [sum_eq_single k]
-  · rw [prod_eq_one fun l hl => if_pos (Function.update_of_ne (ne_of_mem_erase hl) x a).symm,
-      mul_one, Function.update_self]
+  · have hprod : ∏ l ∈ univ.erase k,
+        (if a l = Function.update a k x l then (1 : ℂ) else 0) = 1 := by
+      refine prod_eq_one fun l hl => if_pos ?_
+      rw [Function.update_of_ne (ne_of_mem_erase hl)]
+    rw [hprod, mul_one, Function.update_self]
   · intro j _ hj
     exact mul_eq_zero_of_right _ (prod_eq_zero (mem_erase.2 ⟨hj.symm, mem_univ k⟩)
```
